# Orbital and pair occupation probabilities for equally weighted configurations at half filling

Take `2m` orbitals, with `m` at least 1, each empty or singly occupied, and give weight one to every configuration with exactly `m` particles and weight zero to the rest. The lemma `halfFilled_moments` states that the weighted sum of the occupation of any orbital is 1/2 times the total weight, and that for two different orbitals the weighted sum of the product of their occupations is (m − 1)/(2(2m − 1)) times the total weight. The weights are not normalised; divided by their total, these sums are the probabilities that the orbital is occupied and that both orbitals of the pair are occupied. The proof uses the symmetry under exchange of orbitals to show that all orbitals, and then all partners of a given orbital, contribute equally, and finds their combined contribution from the fixed particle number.

This version doesn't compile in Lean 4 with Mathlib:

```lean
import Mathlib

open Finset

namespace DiagonalRepresentability

noncomputable section

variable {K : Type*} [Fintype K] [DecidableEq K]

/-- Occupation number (0 or 1) of orbital `i` in the configuration `x`. -/
def occ {K : Type*} (x : K → Bool) (i : K) : ℝ := if x i = true then 1 else 0

/-- Particle number of a configuration. -/
def number {K : Type*} [Fintype K] (x : K → Bool) : ℝ := ∑ i, occ x i

/-- Weight one on configurations with `m` particles, zero on all others. -/
def halfFilled {K : Type*} [Fintype K] (m : ℕ) (x : K → Bool) : ℝ :=
  if number x = m then 1 else 0

/-- Summed over the other orbitals, the pair occupation with orbital `i` is `n_i (N - 1)`. -/
theorem pair_count (x : K → Bool) (i : K) :
    ∑ j ∈ univ.erase i, occ x i * occ x j = occ x i * (number x - 1) := by
  have h := Finset.add_sum_erase univ (occ x) (mem_univ i)
  have hs : occ x i * occ x i = occ x i := by unfold occ; split_ifs <;> norm_num
  rw [← Finset.mul_sum]
  unfold number
  linear_combination occ x i * h - hs

/-- The sum of a function `g` over the `m`-particle configurations is unchanged when two orbitals
are exchanged in the argument of `g`. -/
theorem halfFilled_swap (m : ℕ) (g : (K → Bool) → ℝ) (a b : K) :
    ∑ x, halfFilled m x * g (fun i => x (Equiv.swap a b i)) = ∑ x, halfFilled m x * g x := by
  have hinv : Function.Involutive (fun (x : K → Bool) i => x (Equiv.swap a b i)) := by
    intro x; funext i; simp
  refine Fintype.sum_bijective _ hinv.bijective _ _ (fun x => ?_)
  have hn : number (fun i => x (Equiv.swap a b i)) = number x :=
    Equiv.sum_comp (Equiv.swap a b) (occ x)
  simp only [halfFilled, hn]

/-- With `m` particles in `2m` orbitals, all configurations equally weighted, each orbital is
half occupied and each pair is doubly occupied with probability `(m-1)/(2(2m-1))`. -/
theorem halfFilled_moments {m : ℕ} (hm : 1 ≤ m) (hK : Fintype.card K = 2 * m) (i : K) :
    ∑ x, halfFilled m x * occ x i = 1 / 2 * ∑ x : K → Bool, halfFilled m x ∧
    ∀ j, i ≠ j → ∑ x, halfFilled m x * (occ x i * occ x j)
      = ((m : ℝ) - 1) / (2 * (2 * m - 1)) * ∑ x : K → Bool, halfFilled m x := by
  have hm1 : (1 : ℝ) ≤ m := by exact_mod_cast hm
  have hN : ∀ x : K → Bool, halfFilled m x * number x = m * halfFilled m x := by
    intro x
    unfold halfFilled
    split_ifs with h
    · rw [h]; ring
    · ring
  have first : ∑ x, halfFilled m x * occ x i = 1 / 2 * ∑ x : K → Bool, halfFilled m x := by
    have hsym : ∀ j : K, ∑ x : K → Bool, halfFilled m x * occ x j
        = ∑ x : K → Bool, halfFilled m x * occ x i := by
      intro j
      have h := halfFilled_swap m (fun x => occ x i) i j
      simp only [occ, Equiv.swap_apply_left] at h ⊢
      exact h
    have hsum : ∑ j, ∑ x, halfFilled m x * occ x j = m * ∑ x : K → Bool, halfFilled m x := by
      rw [Finset.sum_comm, Finset.mul_sum]
      refine Finset.sum_congr rfl (fun x _ => ?_)
      rw [← Finset.mul_sum]
      exact hN x
    rw [Finset.sum_congr rfl (fun j _ => hsym j), Finset.sum_const, Finset.card_univ, hK,
      nsmul_eq_mul] at hsum
    push_cast at hsum
    apply mul_left_cancel₀ (show (m : ℝ) ≠ 0 by linarith)
    linear_combination hsum / 2
  refine ⟨first, fun j hij => ?_⟩
  -- all partners of orbital i are equivalent, and their total is fixed by the particle number
  have hsym : ∀ k ∈ univ.erase i, ∑ x, halfFilled m x * (occ x i * occ x k)
      = ∑ x, halfFilled m x * (occ x i * occ x j) := by
    intro k hk
    have hik : i ≠ k := (Finset.ne_of_mem_erase hk).symm
    have h := halfFilled_swap m (fun x => occ x i * occ x j) j k
    simp only [occ, Equiv.swap_apply_left, Equiv.swap_apply_of_ne_of_ne hij hik] at h ⊢
    exact h
  have hsum : ∑ k ∈ univ.erase i, ∑ x, halfFilled m x * (occ x i * occ x k)
      = ((m : ℝ) - 1) * ∑ x, halfFilled m x * occ x i := by
    rw [Finset.sum_comm, Finset.mul_sum]
    refine Finset.sum_congr rfl (fun x _ => ?_)
    rw [← Finset.mul_sum, pair_count]
    linear_combination occ x i * hN x
  have hc : ((univ.erase i).card : ℝ) = 2 * m - 1 := by
    rw [Finset.card_erase_of_mem (mem_univ i), Finset.card_univ, hK,
      Nat.cast_sub (by omega : 1 ≤ 2 * m)]
    norm_num
  rw [Finset.sum_congr rfl hsym, Finset.sum_const, nsmul_eq_mul, hc, first] at hsum
  have h2 : (2 * (m : ℝ) - 1) ≠ 0 := by linarith
  apply mul_left_cancel₀ h2
  rw [hsum]
  generalize 2 * (m : ℝ) - 1 = d at h2 ⊢
  field_simp

end

end DiagonalRepresentability
```

The error:

```
Main.lean:61:18: error: typeclass instance problem is stuck
  Fintype ?m.239

Note: Lean will not try to resolve this typeclass instance problem because the type argument to `Fintype` is a metavariable. This argument must be fully determined before Lean will try to resolve the typeclass.

Hint: Adding type annotations and supplying implicit arguments to functions can give Lean more information for typeclass resolution. For example, if you have a variable `x` that you intend to be a `Nat`, but Lean reports it as having an unresolved type like `?m`, replacing `x` with `(x : Nat)` can get typeclass resolution un-stuck.
```

Diagnosis. The error is at the variable `j` in the first `hsum`, the sum of the occupations over all orbitals. To form a sum over every `j`, Lean needs a `Fintype` instance for the type of `j`, and here it could not tell what that type was. The left side has only the bound variables `j` and `x`, both without types, and `occ x j` says only that `x` is a configuration of whatever orbitals `j` ranges over. The annotation `x : K → Bool` on the right side does not help, because that `x` is a separate bound variable. Similar sums elsewhere in the proof need no annotation because they contain the orbital `i`, which is known to be in `K`.

The repair writes `j : K`, which settles the type and lets Lean find the instance. It also writes `x : K → Bool` on the left, which already follows from `occ x j` once `j` has its type, so this is only for clarity. The new line break is layout.

As a diff, the version that Lean accepts:

```diff
@@ -59,5 +59,6 @@
       simp only [occ, Equiv.swap_apply_left] at h ⊢
       exact h
-    have hsum : ∑ j, ∑ x, halfFilled m x * occ x j = m * ∑ x : K → Bool, halfFilled m x := by
+    have hsum : ∑ j : K, ∑ x : K → Bool, halfFilled m x * occ x j
+        = m * ∑ x : K → Bool, halfFilled m x := by
       rw [Finset.sum_comm, Finset.mul_sum]
       refine Finset.sum_congr rfl (fun x _ => ?_)
```
